# Uniqueness of the smeared free-energy minimiser at fixed electron number when the occupation function has negative slope

The theorem `minimiser_unique` concerns finitely many levels with fixed energies e_i and positive weights w_i, smeared with a width σ > 0. Level i has occupation f(x_i) and entropy S(x_i), where S′(x) = x f′(x) and f′ < 0 everywhere, and the free energy is the band energy minus σ times the weighted entropy. The theorem says that if arguments x_i give the same electron number as (e_i − μ)/σ and a free energy no higher, then x_i = (e_i − μ)/σ for every level. The proof supposes that some level differs and uses `freeEnergy_eq` to write each free energy as μ times the electron number plus σ times a weighted sum of single-level terms. The differing level makes that sum strictly larger, which contradicts the assumed bound.

This version doesn't compile in Lean 4 with Mathlib:

```lean
import Mathlib

open Finset

namespace MinimiserUnique

noncomputable section

variable {ι : Type*} [Fintype ι]

/-- An occupation function `f` with derivative `f'` and a smearing entropy `S`
that are linked by `S'(x) = x f'(x)`. -/
structure IsSmearing (f f' S : ℝ → ℝ) : Prop where
  occ : ∀ x, HasDerivAt f (f' x) x
  ent : ∀ x, HasDerivAt S (x * f' x) x

/-- The level energies measured from `μ` in units of the width `σ`, for `σ ≠ 0`. -/
def reduced (e : ι → ℝ) (μ σ : ℝ) (i : ι) : ℝ := (e i - μ) / σ

/-- The electron number when level `i` has weight `w i` and occupation `f (x i)`. -/
def electronNumber (w : ι → ℝ) (f : ℝ → ℝ) (x : ι → ℝ) : ℝ := ∑ i, w i * f (x i)

/-- The smeared free energy: band energy minus `σ` times the entropy. -/
def freeEnergy (w e : ι → ℝ) (σ : ℝ) (f S : ℝ → ℝ) (x : ι → ℝ) : ℝ :=
  ∑ i, w i * (e i * f (x i) - σ * S (x i))

/-- For a single level of reduced energy `y`, with `S'(x) = x f'(x)` and `f' ≤ 0` everywhere,
`y f(x) - S(x)` is smallest at `x = y`. -/
theorem level_minimal {f f' S : ℝ → ℝ} (h : IsSmearing f f' S) (hf : ∀ x, f' x ≤ 0)
    (x y : ℝ) : y * f y - S y ≤ y * f x - S x := by
  have hg : ∀ t, HasDerivAt (fun t => y * f t - S t) ((y - t) * f' t) t := fun t =>
    (((h.occ t).const_mul y).fun_sub (h.ent t)).congr_deriv (by ring)
  have hc : Continuous (fun t => y * f t - S t) :=
    continuous_iff_continuousAt.2 fun t => (hg t).continuousAt
  -- the slope is `(y - t) f'(t)`, so the function never rises on the way to `y` from either side
  rcases lt_trichotomy x y with hxy | hxy | hxy
  · obtain ⟨c, hc1, hc2⟩ := exists_hasDerivAt_eq_slope _ (fun t => (y - t) * f' t) hxy
      hc.continuousOn (fun t _ => hg t)
    rw [eq_div_iff (sub_pos.2 hxy).ne'] at hc2
    have h1 := mul_nonneg (mul_nonneg (sub_nonneg.2 hc1.2.le) (neg_nonneg.2 (hf c)))
      (sub_pos.2 hxy).le
    linarith
  · rw [hxy]
  · obtain ⟨c, hc1, hc2⟩ := exists_hasDerivAt_eq_slope _ (fun t => (y - t) * f' t) hxy
      hc.continuousOn (fun t _ => hg t)
    rw [eq_div_iff (sub_pos.2 hxy).ne'] at hc2
    have h1 := mul_nonneg (mul_nonneg (sub_nonneg.2 hc1.1.le) (neg_nonneg.2 (hf c)))
      (sub_pos.2 hxy).le
    linarith

/-- If `S'(x) = x f'(x)` and `f' < 0` everywhere, `y f(x) - S(x)` is strictly larger at any `x ≠ y`
than at `x = y`. -/
theorem level_strict {f f' S : ℝ → ℝ} (h : IsSmearing f f' S) (hf : ∀ x, f' x < 0)
    {x y : ℝ} (hxy : x ≠ y) : y * f y - S y < y * f x - S x := by
  have hanti : StrictAnti f := strictAnti_of_deriv_neg fun t => by
    rw [(h.occ t).deriv]
    exact hf t
  -- go from `x` to `y` through the midpoint; the first half gains a strict amount
  have h1 := level_minimal h (fun t => (hf t).le) x ((x + y) / 2)
  have h2 := level_minimal h (fun t => (hf t).le) ((x + y) / 2) y
  have h3 : 0 < (y - x) * (f x - f ((x + y) / 2)) := by
    rcases lt_or_gt_of_ne hxy with hlt | hgt
    · exact mul_pos (sub_pos.2 hlt) (sub_pos.2 (hanti (by linarith)))
    · exact mul_pos_of_neg_of_neg (sub_neg.2 hgt) (sub_neg.2 (hanti (by linarith)))
  linarith

/-- For `σ ≠ 0` the free energy is `μ` times the electron number plus `σ` times a weighted
sum of single-level terms. -/
theorem freeEnergy_eq (w e x : ι → ℝ) (f S : ℝ → ℝ) (μ : ℝ) {σ : ℝ} (hσ : σ ≠ 0) :
    freeEnergy w e σ f S x = μ * electronNumber w f x
      + σ * ∑ i, w i * (reduced e μ σ i * f (x i) - S (x i)) := by
  unfold freeEnergy electronNumber reduced
  rw [Finset.mul_sum, Finset.mul_sum, ← Finset.sum_add_distrib]
  refine Finset.sum_congr rfl fun i _ => ?_
  have he : σ * ((e i - μ) / σ) = e i - μ := by field_simp
  linear_combination (-(w i * f (x i))) * he

/-- With `S'(x) = x f'(x)` and `f' < 0` everywhere, positive weights and `σ > 0`, arguments `x i`
with the same electron number and a free energy no higher than the minimum must equal
`(e i - μ) / σ`. -/
theorem minimiser_unique {f f' S : ℝ → ℝ} (h : IsSmearing f f' S) (hf : ∀ x, f' x < 0)
    {w e x : ι → ℝ} {μ σ : ℝ} (hw : ∀ i, 0 < w i) (hσ : 0 < σ)
    (hN : electronNumber w f x = electronNumber w f (reduced e μ σ))
    (hF : freeEnergy w e σ f S x ≤ freeEnergy w e σ f S (reduced e μ σ)) :
    x = reduced e μ σ := by
  by_contra hne
  obtain ⟨j, hj⟩ := Function.ne_iff.1 hne
  rw [freeEnergy_eq w e _ f S μ hσ.ne', freeEnergy_eq w e x f S μ hσ.ne', hN] at hF
  -- one displaced level already raises the sum
  have hsum := Finset.sum_lt_sum
    (fun i (_ : i ∈ (Finset.univ : Finset ι)) => mul_le_mul_of_nonneg_left
      (level_minimal h (fun t => (hf t).le) (x i) (reduced e μ σ i)) (hw i).le)
    ⟨j, Finset.mem_univ j, mul_lt_mul_of_pos_left (level_strict h hf hj) (hw j)⟩
  have := mul_lt_mul_of_pos_left hsum hσ
  linarith

end

end MinimiserUnique
```

The compiler's answer:

```
Main.lean:88:40: error: Tactic `rewrite` failed: Did not find an occurrence of the pattern
  freeEnergy w e σ f S x
in the target expression
  μ * electronNumber w f x + σ * ∑ i, w i * (reduced e μ σ i * f (x i) - S (x i)) ≤ freeEnergy w e σ f S (reduced e μ σ)

ι : Type u_1
inst✝ : Fintype ι
f f' S : ℝ → ℝ
h : IsSmearing f f' S
hf : ∀ (x : ℝ), f' x < 0
w e x : ι → ℝ
μ σ : ℝ
hw : ∀ (i : ι), 0 < w i
hσ : 0 < σ
hN : electronNumber w f x = electronNumber w f (reduced e μ σ)
hF :
  μ * electronNumber w f x + σ * ∑ i, w i * (reduced e μ σ i * f (x i) - S (x i)) ≤ freeEnergy w e σ f S (reduced e μ σ)
hne : ¬x = reduced e μ σ
j : ι
hj : x j ≠ reduced e μ σ j
⊢ False
```

This version goes through:

```diff
@@ -86,5 +86,5 @@
   by_contra hne
   obtain ⟨j, hj⟩ := Function.ne_iff.1 hne
-  rw [freeEnergy_eq w e _ f S μ hσ.ne', freeEnergy_eq w e x f S μ hσ.ne', hN] at hF
+  rw [freeEnergy_eq w e x f S μ hσ.ne', freeEnergy_eq w e _ f S μ hσ.ne', hN] at hF
   -- one displaced level already raises the sum
   have hsum := Finset.sum_lt_sum
```

The message says that the second rewrite found no `freeEnergy w e σ f S x` in `hF`. The first rewrite had already used it up. Its argument `_` left the level arguments open, so the pattern could match either free energy in `hF`, and `rw` settled on the left-hand one, filling `_` with `x`. The `hF` in the message shows this: the left side is expanded, while `freeEnergy w e σ f S (reduced e μ σ)` still stands on the right. The second rewrite, which names `x` explicitly, then had nothing to match.

The repair swaps the two rewrites. The one with explicit `x` now goes first and expands the left side. When the one with `_` runs, the only free energy left is that of `reduced e μ σ`, so `_` is filled with that and the right side is expanded too. The final rewrite by `hN` then replaces the electron number of `x` by that of `reduced e μ σ`, as intended.
